# Density error and limiting potential for a convex functional with a quadratic density penalty

Densities are vectors in a real Hilbert space $E$, for instance $\mathbb R^m$ for values on a grid. $F:E\to\mathbb R$ is an energy functional, $n_0$ the target density and $L$ the penalty strength. The gradient $\nabla F$ is taken with respect to the inner product of $E$: the rate of change of $F$ at $n$ along a variation $d$ is $\langle\nabla F(n),d\rangle$.

In Lean 4 with Mathlib:

```lean
import Mathlib

open Filter Topology Set
open scoped InnerProductSpace

namespace ZhaoMorrisonParr

noncomputable section

variable {E : Type*} [NormedAddCommGroup E] [InnerProductSpace ℝ E]
```

The penalised functional is $F(n)+\tfrac L2\|n-n_0\|^2$.

```lean
/-- The functional `F` plus a quadratic penalty of strength `L` for deviating from the
target density `n₀`. -/
def penalised (F : E → ℝ) (n₀ : E) (L : ℝ) (n : E) : ℝ :=
  F n + L / 2 * ‖n - n₀‖ ^ 2
```

A minimiser is global, over all of $E$, with no constraint on particle number or sign.

```lean
/-- The density `n` is a global minimiser of the penalised functional. -/
def IsPenaltyMinimiser (F : E → ℝ) (n₀ : E) (L : ℝ) (n : E) : Prop :=
  ∀ m, penalised F n₀ L n ≤ penalised F n₀ L m
```

The penalty potential is $L(n-n_0)$, with the sign of a potential $v$ added to the energy as $\langle v,n\rangle$.

```lean
/-- The penalty potential: the density error `n - n₀` multiplied by the strength `L`. -/
def penaltyPotential (n₀ : E) (L : ℝ) (n : E) : E := L • (n - n₀)
```

For convex, differentiable $F$ and $L>0$, a minimiser $n$ satisfies $\|n-n_0\|\le\|\nabla F(n_0)\|/L$. If $\nabla F$ is also continuous at $n_0$, the penalty potentials of the minimisers tend to $-\nabla F(n_0)$ as $L\to\infty$. This is the potential for which $n_0$ itself minimises $F(n)+\langle v,n\rangle$, so the result bears on recovering potentials from densities, for functionals that are finite and differentiable on the whole linear space. Thomas-Fermi kinetic energy on a grid fits if $n^{5/3}$ is extended as $|n|^{5/3}$. The Zhao-Morrison-Parr procedure itself works with Kohn-Sham orbitals and a Coulomb penalty; the theorems treat its penalty mechanism at the level of a density functional.

## Differentiability: the energy defines a potential

Physically, `Differentiable ℝ F` says that every density has a functional derivative. By hand it enters as the chain rule,
$$\frac{d}{dt}F(x+td)\Big|_{t=0}=\langle\nabla F(x),d\rangle,$$
and `hasDerivAt_line` proves exactly this. Completeness of $E$ lets the derivative be represented by a vector.

```lean
variable [CompleteSpace E] {F : E → ℝ} {n₀ n : E} {L : ℝ}

/-- The rate of change of a differentiable functional along a density variation `d` is the
inner product of its gradient with `d`. -/
theorem hasDerivAt_line (hd : Differentiable ℝ F) (x d : E) :
    HasDerivAt (fun t : ℝ => F (x + t • d)) ⟪gradient F x, d⟫_ℝ 0 := by
  have hl : HasDerivAt (fun t : ℝ => x + t • d) d 0 := by
    have h := ((hasDerivAt_id' (0 : ℝ)).smul_const d).const_add x
    rw [one_smul] at h
    exact h
  have hg : HasFDerivAt F (InnerProductSpace.toDual ℝ E (gradient F x))
      (x + (0 : ℝ) • d) := by
    rw [zero_smul, add_zero]
    exact (hd x).hasGradientAt.hasFDerivAt
  exact hg.comp_hasDerivAt (0 : ℝ) hl
```

Differentiability at the target is needed. On $\mathbb R$ take $F(n)=\max(n,2n)$ and $n_0=0$. The minimiser is $-1/L$ and the penalty potential is always $-1$, but $F$ has a kink at $n_0$. Mathlib sets the missing gradient to $0$, and the density bound would then be false.

## Convexity: the gradient is monotone

Convexity says that mixing two densities never costs more than the mixture of their energies. With $\varphi(t)=F(x+t(y-x))$ and $0<t\le1$, it gives
$$\frac{\varphi(t)-\varphi(0)}{t}\le\varphi(1)-\varphi(0).$$
Letting $t\to0$ yields the tangent inequality $F(x)+\langle\nabla F(x),y-x\rangle\le F(y)$. The proof also restricts $F$ to this line, then calls Mathlib's slope inequality for convex functions.

```lean
/-- A convex differentiable functional lies on or above each of its tangent planes. -/
theorem tangent_le (hF : ConvexOn ℝ univ F) (hd : Differentiable ℝ F) (x y : E) :
    F x + ⟪gradient F x, y - x⟫_ℝ ≤ F y := by
  -- restrict to the line from x to y, where the claim is a slope inequality
  have hg : ConvexOn ℝ univ (fun t : ℝ => F (x + t • (y - x))) := by
    refine ⟨convex_univ, fun s _ t _ a b ha hb hab => ?_⟩
    have h := hF.2 (mem_univ (x + s • (y - x))) (mem_univ (x + t • (y - x))) ha hb hab
    have e : a • (x + s • (y - x)) + b • (x + t • (y - x))
        = x + (a • s + b • t) • (y - x) := by
      obtain rfl : b = 1 - a := by linarith
      simp only [smul_eq_mul]
      module
    rw [e] at h
    exact h
  have h := hg.le_slope_of_hasDerivAt (mem_univ 0) (mem_univ 1) zero_lt_one
    (hasDerivAt_line hd x (y - x))
  rw [slope_def_field] at h
  simp only [one_smul, zero_smul, add_zero, sub_zero, div_one, add_sub_cancel] at h
  linarith
```

Adding the tangent inequality to the one with $x$ and $y$ exchanged gives $\langle\nabla F(x)-\nabla F(y),x-y\rangle\ge0$.

```lean
/-- The gradient of a convex differentiable functional is monotone. -/
theorem gradient_monotone (hF : ConvexOn ℝ univ F) (hd : Differentiable ℝ F) (x y : E) :
    0 ≤ ⟪gradient F x - gradient F y, x - y⟫_ℝ := by
  have h1 := tangent_le hF hd x y
  have h2 := tangent_le hF hd y x
  rw [← neg_sub x y, inner_neg_right] at h1
  rw [inner_sub_left]
  linarith
```

Without convexity the density bound can fail even for a smooth functional with a unique minimiser. On $\mathbb R$ take $F(n)=bn-\tfrac a2n^2$ with $a>0$, $b\ne0$, $n_0=0$ and $L>a$. The minimiser is $-b/(L-a)$, further from the target than $|b|/L$.

## Minimality: the penalty balances the functional derivative

`IsPenaltyMinimiser` stands for a fully converged minimisation at fixed $L$. For every variation $d$, the function
$$t\mapsto F(n+td)+\tfrac L2\left(\|n-n_0\|^2+2t\langle n-n_0,d\rangle+t^2\|d\|^2\right)$$
has a minimum at $t=0$, so $\langle\nabla F(n)+L(n-n_0),d\rangle=0$. Choosing $d=\nabla F(n)+L(n-n_0)$ shows that this vector vanishes:
$$L(n-n_0)=-\nabla F(n).$$
In the proof, `key` is the vanishing first variation, and the last lines make the same choice of $d$. Neither convexity nor the sign of $L$ is used.

```lean
/-- Euler equation: at a minimiser of the penalised functional, with `F` differentiable, the
penalty potential is minus the gradient of `F` at that minimiser. -/
theorem euler_equation (hd : Differentiable ℝ F) (hn : IsPenaltyMinimiser F n₀ L n) :
    penaltyPotential n₀ L n = -gradient F n := by
  -- the first variation vanishes in every direction d
  have key : ∀ d : E, ⟪gradient F n, d⟫_ℝ + L * ⟪n - n₀, d⟫_ℝ = 0 := by
    intro d
    have h2 : HasDerivAt (fun t : ℝ => L / 2 *
        (‖n - n₀‖ ^ 2 + 2 * ⟪n - n₀, d⟫_ℝ * t + ‖d‖ ^ 2 * (t * t)))
        (L * ⟪n - n₀, d⟫_ℝ) 0 := by
      have ha := ((hasDerivAt_id' (0 : ℝ)).const_mul
        (2 * ⟪n - n₀, d⟫_ℝ)).const_add (‖n - n₀‖ ^ 2)
      have hb := ((hasDerivAt_id' (0 : ℝ)).fun_mul (hasDerivAt_id' (0 : ℝ))).const_mul
        (‖d‖ ^ 2)
      exact ((ha.fun_add hb).const_mul (L / 2)).congr_deriv (by ring)
    have hmin : IsLocalMin (fun t : ℝ => F (n + t • d) + L / 2 *
        (‖n - n₀‖ ^ 2 + 2 * ⟪n - n₀, d⟫_ℝ * t + ‖d‖ ^ 2 * (t * t))) 0 := by
      refine Filter.Eventually.of_forall fun t => ?_
      have h := hn (n + t • d)
      have e : ‖n + t • d - n₀‖ ^ 2
          = ‖n - n₀‖ ^ 2 + 2 * ⟪n - n₀, d⟫_ℝ * t + ‖d‖ ^ 2 * (t * t) := by
        rw [show n + t • d - n₀ = (n - n₀) + t • d by abel, norm_add_sq_real,
          inner_smul_right, norm_smul, mul_pow, Real.norm_eq_abs, sq_abs]
        ring
      simp only [penalised, e] at h
      simp only [zero_smul, add_zero, mul_zero]
      exact h
    exact hmin.hasDerivAt_eq_zero ((hasDerivAt_line hd n d).fun_add h2)
  have h := key (gradient F n + L • (n - n₀))
  rw [← real_inner_smul_left, ← inner_add_left, inner_self_eq_zero] at h
  exact eq_neg_of_add_eq_zero_right h
```

Without minimality the equation has no reason to hold: at $n=n_0$ the penalty potential is zero, whatever $\nabla F(n_0)$ is.

## Finite dimension: the minimiser exists

A finite grid or basis makes closed balls compact. Let $g=\|\nabla F(n_0)\|$ and $r=\|m-n_0\|$. The tangent inequality at $n_0$ gives
$$F(m)+\tfrac L2r^2\ge F(n_0)+r\left(\tfrac L2r-g\right),$$
which is at least $F(n_0)$ when $r\ge2g/L$. A minimiser over the ball of radius $2g/L$ is therefore global. If $a$ and $b$ are both minimisers, the Euler equation and monotonicity give $0\le-L\|b-a\|^2$, so $a=b$.

The proof follows these two steps. In the uniqueness half it shows again that $a$ is global, this time by placing $b$ inside the ball.

```lean
/-- For convex differentiable `F` on a finite-dimensional density space and `L > 0`, the
penalised functional has exactly one minimiser. -/
theorem existsUnique_minimiser [FiniteDimensional ℝ E] (hF : ConvexOn ℝ univ F)
    (hd : Differentiable ℝ F) (n₀ : E) (hL : 0 < L) :
    ∃! n, IsPenaltyMinimiser F n₀ L n := by
  have hcont : Continuous (penalised F n₀ L) := by
    have := hd.continuous
    unfold penalised
    fun_prop
  have hR : 0 ≤ 2 * ‖gradient F n₀‖ / L := by positivity
  obtain ⟨a, -, ha⟩ := (isCompact_closedBall n₀ (2 * ‖gradient F n₀‖ / L)).exists_isMinOn
    ⟨n₀, Metric.mem_closedBall_self hR⟩ hcont.continuousOn
  refine ⟨a, fun m => ?_, fun b hb => ?_⟩
  · by_cases hm : m ∈ Metric.closedBall n₀ (2 * ‖gradient F n₀‖ / L)
    · exact ha hm
    · -- outside the ball the penalty outweighs any gain in F
      have h0 : penalised F n₀ L a ≤ penalised F n₀ L n₀ :=
        ha (Metric.mem_closedBall_self hR)
      rw [Metric.mem_closedBall, dist_eq_norm, not_le, div_lt_iff₀ hL] at hm
      have h1 := tangent_le hF hd n₀ m
      have h2 := (abs_le.mp (abs_real_inner_le_norm (gradient F n₀) (m - n₀))).1
      have h3 := mul_nonneg (norm_nonneg (m - n₀)) (sub_nonneg.mpr hm.le)
      refine h0.trans ?_
      simp only [penalised, sub_self, norm_zero]
      nlinarith
  · -- two minimisers coincide by monotonicity of the gradient
    have sa := euler_equation hd (n := a) (n₀ := n₀) (L := L) (by
      intro m
      by_cases hm : m ∈ Metric.closedBall n₀ (2 * ‖gradient F n₀‖ / L)
      · exact ha hm
      · have hbm := hb m
        have hbb : b ∈ Metric.closedBall n₀ (2 * ‖gradient F n₀‖ / L) := by
          have sb := euler_equation hd hb
          have hm' := gradient_monotone hF hd b n₀
          rw [show gradient F b = -(L • (b - n₀)) by
            rw [← neg_eq_iff_eq_neg.mpr sb]; rfl, inner_sub_left, inner_neg_left,
            real_inner_smul_left, real_inner_self_eq_norm_sq] at hm'
          have hc := (abs_le.mp (abs_real_inner_le_norm (gradient F n₀) (b - n₀))).1
          rw [Metric.mem_closedBall, dist_eq_norm, le_div_iff₀ hL]
          by_contra hlt
          rw [not_le] at hlt
          nlinarith [norm_nonneg (b - n₀), norm_nonneg (gradient F n₀)]
        exact (ha hbb).trans hbm)
    have sb := euler_equation hd hb
    have hm := gradient_monotone hF hd b a
    have e : gradient F b - gradient F a = -(L • (b - a)) := by
      rw [← neg_eq_iff_eq_neg.mpr sa, ← neg_eq_iff_eq_neg.mpr sb]
      unfold penaltyPotential
      module
    rw [e, inner_neg_left, real_inner_smul_left, real_inner_self_eq_norm_sq] at hm
    have hz : ‖b - a‖ ^ 2 ≤ 0 := by
      by_contra h
      rw [not_le] at h
      linarith [mul_pos hL h]
    have hz' : ‖b - a‖ = 0 := by nlinarith [norm_nonneg (b - a)]
    exact sub_eq_zero.mp (norm_eq_zero.mp hz')
```

Only this theorem assumes finite dimension. The Euler equation, the error bounds and the limit below take minimisers as given. In an infinite-dimensional Hilbert space existence still holds: the quadratic penalty makes every minimising sequence a Cauchy sequence. The file does not contain that argument.

## Positive penalty strength: deviations cost energy

Write $d=n-n_0$. Monotonicity between $n$ and $n_0$, with the Euler equation inserted, reads
$$0\le\langle-Ld-\nabla F(n_0),d\rangle=-L\|d\|^2-\langle\nabla F(n_0),d\rangle,$$
so by Cauchy-Schwarz $L\|d\|^2\le\|\nabla F(n_0)\|\,\|d\|$. If $d=0$ the bound is immediate; otherwise divide by $\|d\|$ and by $L>0$. The proof makes the same case distinction with `rcases`, and `le_div_iff₀ hL` is where positivity enters.

```lean
/-- For convex differentiable `F` and `L > 0`, the minimiser misses the target density by at
most the norm of the gradient of `F` at the target, divided by `L`. -/
theorem density_error_le (hF : ConvexOn ℝ univ F) (hd : Differentiable ℝ F) (hL : 0 < L)
    (hn : IsPenaltyMinimiser F n₀ L n) : ‖n - n₀‖ ≤ ‖gradient F n₀‖ / L := by
  have hG : gradient F n = -(L • (n - n₀)) := by
    have hs := euler_equation hd hn
    unfold penaltyPotential at hs
    rw [hs, neg_neg]
  have hm := gradient_monotone hF hd n n₀
  rw [hG, inner_sub_left, inner_neg_left, real_inner_smul_left,
    real_inner_self_eq_norm_sq] at hm
  have hc := (abs_le.mp (abs_real_inner_le_norm (gradient F n₀) (n - n₀))).1
  rw [le_div_iff₀ hL]
  rcases (norm_nonneg (n - n₀)).eq_or_lt with h | h
  · rw [← h, zero_mul]
    exact norm_nonneg _
  · exact le_of_mul_le_mul_right (by linarith) h
```

Having $L\ge0$ is not enough: for $F=0$ on $\mathbb R$ and $L=0$, every density is a minimiser, at any distance from the target.

## Continuity of the gradient: the potential converges

Continuity at $n_0$ means that nearby densities have nearby functional derivatives. Let $n_L$ (`nL L` in the code) be a minimiser for each $L>0$. The density bound gives $n_L\to n_0$, and the Euler equation then gives
$$L(n_L-n_0)=-\nabla F(n_L)\to-\nabla F(n_0).$$
The proof has these two steps: `hlim` squeezes the density error to zero, and `hc` carries the limit through the gradient.

```lean
/-- For convex differentiable `F` whose gradient is continuous at the target density, the penalty
potential of the minimisers tends to minus the gradient of `F` at the target as the penalty strength
grows. -/
theorem penaltyPotential_tendsto (hF : ConvexOn ℝ univ F) (hd : Differentiable ℝ F)
    (hc : ContinuousAt (gradient F) n₀) (nL : ℝ → E)
    (hn : ∀ L, 0 < L → IsPenaltyMinimiser F n₀ L (nL L)) :
    Tendsto (fun L => penaltyPotential n₀ L (nL L)) atTop (𝓝 (-gradient F n₀)) := by
  -- the densities converge to the target
  have hlim : Tendsto nL atTop (𝓝 n₀) := by
    rw [tendsto_iff_norm_sub_tendsto_zero]
    refine squeeze_zero' (Eventually.of_forall fun L => norm_nonneg _) ?_
      ((tendsto_const_nhds (x := ‖gradient F n₀‖)).div_atTop tendsto_id)
    filter_upwards [eventually_gt_atTop (0 : ℝ)] with L hL
    exact density_error_le hF hd hL (hn L hL)
  -- pass to the limit in the Euler equation
  refine (hc.tendsto.comp hlim).neg.congr' ?_
  filter_upwards [eventually_gt_atTop (0 : ℝ)] with L hL
  exact (euler_equation hd (hn L hL)).symm
```

The file assumes continuity, but leaving it out would lose nothing: a convex functional that is differentiable everywhere in this (Fréchet) sense has a continuous gradient.

## A Lipschitz gradient: an error estimate at finite strength

The constant $K$ limits how fast the functional derivative can change as the density moves away from the target; `hlip` requires this for every density `m`. By the Euler equation and the density bound,
$$\|L(n-n_0)+\nabla F(n_0)\|=\|\nabla F(n_0)-\nabla F(n)\|\le K\|n-n_0\|\le\frac KL\|\nabla F(n_0)\|.$$
The `rw` step gives the equality, and the `calc` block gives the two inequalities.

```lean
/-- If `F` is convex and differentiable and its gradient changes by at most `K` times the
distance from the target, then for `L > 0` the penalty potential differs from minus the gradient
at the target by at most `K / L` times the norm of that gradient. -/
theorem potential_error_le (hF : ConvexOn ℝ univ F) (hd : Differentiable ℝ F) (hL : 0 < L)
    {K : ℝ} (hK : 0 ≤ K) (hlip : ∀ m, ‖gradient F m - gradient F n₀‖ ≤ K * ‖m - n₀‖)
    (hn : IsPenaltyMinimiser F n₀ L n) :
    ‖penaltyPotential n₀ L n - (-gradient F n₀)‖ ≤ K / L * ‖gradient F n₀‖ := by
  rw [euler_equation hd hn,
    show -gradient F n - -gradient F n₀ = -(gradient F n - gradient F n₀) by abel, norm_neg]
  calc ‖gradient F n - gradient F n₀‖ ≤ K * ‖n - n₀‖ := hlip n
    _ ≤ K * (‖gradient F n₀‖ / L) :=
        mul_le_mul_of_nonneg_left (density_error_le hF hd hL hn) hK
    _ = K / L * ‖gradient F n₀‖ := by ring
```

Continuity alone gives no $1/L$ rate. On $\mathbb R$, for $F(n)=n+\tfrac23|n|^{3/2}$ and $n_0=0$, the potential error decays only as $L^{-1/2}$.

## A linear functional attains the density bound

For $F(n)=\langle v,n\rangle$, completing the square gives
$$\langle v,m\rangle+\tfrac L2\|m-n_0\|^2=\langle v,n_0\rangle-\frac{\|v\|^2}{2L}+\tfrac L2\left\|m-n_0+\frac vL\right\|^2.$$
The minimiser is $n_0-v/L$, at distance $\|v\|/L$ from the target, and $\nabla F=v$. When $v\ne0$, no smaller constant in the bound would do. The proof starts from the non-negative square and then computes the gradient.

```lean
/-- For the linear functional `⟪v, n⟫` and `L > 0`, the density `n₀ - v / L` is a minimiser and
its distance from the target equals the norm of the gradient divided by `L`. -/
theorem density_error_sharp (v n₀ : E) (hL : 0 < L) :
    IsPenaltyMinimiser (fun n => ⟪v, n⟫_ℝ) n₀ L (n₀ - L⁻¹ • v) ∧
      ‖(n₀ - L⁻¹ • v) - n₀‖ = ‖gradient (fun n => ⟪v, n⟫_ℝ) n₀‖ / L := by
  have e : n₀ - L⁻¹ • v - n₀ = -(L⁻¹ • v) := by abel
  constructor
  · intro m
    have hi : L * L⁻¹ = 1 := mul_inv_cancel₀ hL.ne'
    -- complete the square
    have h0 : 0 ≤ L / 2 * ‖(m - n₀) + L⁻¹ • v‖ ^ 2 := by positivity
    rw [norm_add_sq_real, inner_smul_right, norm_smul, mul_pow, Real.norm_eq_abs, sq_abs,
      real_inner_comm v (m - n₀), inner_sub_right] at h0
    simp only [penalised]
    rw [e, norm_neg, norm_smul, mul_pow, Real.norm_eq_abs, sq_abs, inner_sub_right,
      inner_smul_right, real_inner_self_eq_norm_sq]
    linear_combination h0 + (L⁻¹ * ‖v‖ ^ 2 + (⟪v, m⟫_ℝ - ⟪v, n₀⟫_ℝ)) * hi
  · have hg : HasGradientAt (fun n => ⟪v, n⟫_ℝ) v n₀ :=
      hasGradientAt_iff_hasFDerivAt.mpr (InnerProductSpace.toDual ℝ E v).hasFDerivAt
    rw [hg.gradient, e, norm_neg, norm_smul, Real.norm_eq_abs,
      abs_of_pos (inv_pos.mpr hL), div_eq_inv_mul]

end

end ZhaoMorrisonParr
```

```lean
#print axioms ZhaoMorrisonParr.existsUnique_minimiser
#print axioms ZhaoMorrisonParr.penaltyPotential_tendsto
#print axioms ZhaoMorrisonParr.potential_error_le
#print axioms ZhaoMorrisonParr.density_error_sharp
```

```
'ZhaoMorrisonParr.existsUnique_minimiser' depends on axioms: [propext, Classical.choice, Quot.sound]
'ZhaoMorrisonParr.penaltyPotential_tendsto' depends on axioms: [propext, Classical.choice, Quot.sound]
'ZhaoMorrisonParr.potential_error_le' depends on axioms: [propext, Classical.choice, Quot.sound]
'ZhaoMorrisonParr.density_error_sharp' depends on axioms: [propext, Classical.choice, Quot.sound]
```

## One density variable with numbers

Take $E=\mathbb R$, $F(n)=n^2$, $n_0=1$ and $L=8$. The Euler equation $8(n-1)=-2n$ gives $n=0.8$. The density error is $0.2$, below the bound $2/8=0.25$. The penalty potential is $-1.6$ and its limit is $-2$; the error $0.4$ is below the estimate $\tfrac28\cdot2=0.5$, with $K=2$. At $L=98$ the density is $0.98$ and the potential $-1.96$.

## A Coulomb penalty instead of the norm

The penalty could have been given its own positive definite matrix $C$ on $\mathbb R^m$, such as a discretised Coulomb kernel, as $\tfrac L2(n-n_0)^{\mathsf T}C(n-n_0)$. The penalty potential would then be $LC(n-n_0)$, still with limit $-\nabla F(n_0)$ in the ordinary gradient, while the density bound would hold in the norm defined by $C$, with $C^{-1}\nabla F(n_0)$ in place of $\nabla F(n_0)$. The present theorems reach this case if $E$ carries the inner product $u^{\mathsf T}Cw$; `penaltyPotential` must then be multiplied by $C$ to give the Coulomb potential.
